# Spin-flip elements of powers of the Shirley Floquet Hamiltonian between photon indices n and n − k: zero for even k, (R/2)^k at power k for odd k

A site is a pair (s, n) of a spin s = + or − and an integer photon index n. States are finitely supported complex functions on the sites. For real ω₀, ω and R, with ħ = 1, the diagonal energies are

E(±, n) = ±ω₀/2 + nω.

The operator F multiplies each site by its energy and couples it, with strength R/2, to the two sites of opposite spin and photon index n ± 1. It is the Floquet Hamiltonian H(t) − i∂/∂t of a two-level system with H(t) = (ω₀/2)σ_z + R cos(ωt) σₓ, written in the basis of spin states times e^{inωt}, so n labels Fourier components. F is not the one-period propagator, and F^j is not the evolution over j periods. Write M_j(p, q) for the amplitude at q after F^j acts on the basis state at p.

## Counting steps on the photon ladder

For natural j and k, M_j between (−, n) and (+, n−k) vanishes if k is even or j < k, and equals (R/2)^k if k is odd and j = k.

Let q = (s, m), and let s̄ be the opposite spin. The last application of F either stays at q or arrives from a neighbour:

M_{j+1}(p, q) = E(q) M_j(p, q) + (R/2)[M_j(p, (s̄, m−1)) + M_j(p, (s̄, m+1))],

with M_0(p, q) = 1 if p = q and 0 otherwise. Separating off the first application instead gives the same formula with the roles of p and q exchanged, so M_j is symmetric by induction.

**Distance.** Each application changes n by at most one. Hence M_j vanishes when the photon indices differ by more than j, which settles j < k.

**Parity.** Let b = 1 for spin up and 0 for spin down. A coupling step changes both n and b by ±1, so n + b keeps its parity. Between (−, n) and (+, n−k) this sum changes by 1 − k, which is odd for even k.

**Shortest path.** Let p_i be the site reached from p by i steps that each flip the spin and lower n by one. In the recursion for M_{k+1}(p, p_{k+1}), the staying term and the term from below vanish by distance, leaving

M_{k+1}(p, p_{k+1}) = (R/2) M_k(p, p_k).

Since M_0(p, p) = 1, M_k(p, p_k) = (R/2)^k. From p = (−, n) with k odd, p_k = (+, n−k).

**One extra power.** First, M_1(p, p) = E(p). The recursion then gives

M_{k+2}(p, p_{k+1}) = E(p_{k+1})(R/2)^{k+1} + (R/2) M_{k+1}(p, p_k),

and by induction

M_{k+1}(p, p_k) = (R/2)^k [E(p_0) + … + E(p_k)].

For odd k and p = (−, n), the spin energies cancel in pairs and the bracket is (k+1)(n − k/2)ω.

The condition j = k matters: for k = 1, j = 2, n = 0 the element is −(R/2)ω. With R = 2 and ω = 1 this is −1, whereas (R/2)^k = 1.

In this linearly driven two-level model, the diagonal energies of (−, n) and (+, n−k) coincide at ω₀ = kω. For odd k this is the k-photon resonance condition in the limit of weak drive; for even k no power of F connects the two sites. The theorem concerns matrix elements of powers of F, not resonance widths or transition probabilities.

## The ladder argument in Lean

```lean
import Mathlib

open Finset

namespace ShirleyFloquet

noncomputable section
```

In `Bool × ℤ`, `true` is spin up and the integer is the photon index.

```lean
/-- Diagonal Floquet energy of a site: `±ω₀/2 + n ω`, where `true` is spin up and `false` is
spin down. -/
def energy (ω₀ ω : ℝ) (p : Bool × ℤ) : ℝ :=
  (if p.1 = true then ω₀ / 2 else -ω₀ / 2) + p.2 * ω
```

`Finsupp.linearCombination` extends the action on basis states linearly. This is an algebraic operator on finitely supported states; self-adjointness on a Hilbert space is not addressed.

```lean
/-- The Shirley Floquet operator: diagonal energies, and a coupling `R/2` that flips the spin and
shifts the photon index by one up or down. -/
def floquet (ω₀ ω R : ℝ) : Module.End ℂ ((Bool × ℤ) →₀ ℂ) :=
  Finsupp.linearCombination ℂ (fun p : Bool × ℤ =>
    (energy ω₀ ω p : ℂ) • Finsupp.single p (1 : ℂ) +
      ((R : ℂ) / 2) • (Finsupp.single (!p.1, p.2 + 1) (1 : ℂ) +
        Finsupp.single (!p.1, p.2 - 1) (1 : ℂ)))
```

In `element`, the source p comes before the target q.

```lean
/-- The matrix element of the `j`-th power of the Floquet operator from site `p` to site `q`. -/
def element (ω₀ ω R : ℝ) (j : ℕ) (p q : Bool × ℤ) : ℂ :=
  ((floquet ω₀ ω R ^ j) (Finsupp.single p 1)) q
```

The next two definitions are b and p_k.

```lean
/-- The spin as an integer: one for up, zero for down. -/
def spinBit : Bool → ℤ
  | true => 1
  | false => 0

/-- The site reached from `p` by `k` steps that each flip the spin and lower the photon index
by one. -/
def rung (p : Bool × ℤ) (k : ℕ) : Bool × ℤ := (not^[k] p.1, p.2 - (k : ℤ))
```

The pointwise formula is proved for zero, sums and single-site states. For the last, `h1` and `h2` turn a step out of the source into the reverse step from the target.

```lean
variable (ω₀ ω R : ℝ)

/-- The Floquet operator acting on an amplitude, written site by site. -/
theorem floquet_apply (ψ : (Bool × ℤ) →₀ ℂ) (q : Bool × ℤ) :
    floquet ω₀ ω R ψ q = energy ω₀ ω q * ψ q +
      (R : ℂ) / 2 * (ψ (!q.1, q.2 - 1) + ψ (!q.1, q.2 + 1)) := by
  induction ψ using Finsupp.induction_linear with
  | zero => simp
  | add f g hf hg =>
    rw [map_add, Finsupp.add_apply, hf, hg]
    simp only [Finsupp.add_apply]
    ring
  | single p a =>
    obtain ⟨s, n⟩ := p
    obtain ⟨t, m⟩ := q
    -- a step up from the source is a step down from the target, and conversely
    have h1 : ((!s, n + 1) = (t, m)) ↔ ((s, n) = (!t, m - 1)) := by
      simp only [Prod.mk.injEq]
      cases s <;> cases t <;> simp <;> omega
    have h2 : ((!s, n - 1) = (t, m)) ↔ ((s, n) = (!t, m + 1)) := by
      simp only [Prod.mk.injEq]
      cases s <;> cases t <;> simp <;> omega
    simp only [floquet, Finsupp.linearCombination_single, Finsupp.smul_apply,
      Finsupp.add_apply, Finsupp.single_apply, smul_eq_mul, h1, h2]
    by_cases h : ((s, n) : Bool × ℤ) = (t, m)
    · obtain ⟨rfl, rfl⟩ := Prod.mk.inj h
      split_ifs <;> ring1
    · split_ifs <;> ring1
```

Applying it to the last factor of F^(j+1) gives the recursion.

```lean
/-- Recursion in the power: the last step either stays at the target or arrives from one of its
two neighbours. -/
theorem element_succ (j : ℕ) (p q : Bool × ℤ) :
    element ω₀ ω R (j + 1) p q = energy ω₀ ω q * element ω₀ ω R j p q +
      (R : ℂ) / 2 * (element ω₀ ω R j p (!q.1, q.2 - 1) +
        element ω₀ ω R j p (!q.1, q.2 + 1)) := by
  simp only [element, pow_succ', Module.End.mul_apply, floquet_apply]
```

For symmetry, `step` separates off the first factor instead, and the induction hypothesis matches the two expansions.

```lean
/-- The matrix elements of every power are symmetric in the two sites. -/
theorem element_symm (j : ℕ) (p q : Bool × ℤ) :
    element ω₀ ω R j p q = element ω₀ ω R j q p := by
  induction j generalizing p q with
  | zero =>
    simp only [element, pow_zero, Module.End.one_apply, Finsupp.single_apply, eq_comm]
  | succ j ih =>
    -- expand the first step on one side and the last step on the other
    have hF : floquet ω₀ ω R (Finsupp.single p 1) =
        (energy ω₀ ω p : ℂ) • Finsupp.single p (1 : ℂ) +
        ((R : ℂ) / 2) • (Finsupp.single (!p.1, p.2 + 1) (1 : ℂ) +
          Finsupp.single (!p.1, p.2 - 1) (1 : ℂ)) := by
      simp only [floquet, Finsupp.linearCombination_single, one_smul]
    have step : element ω₀ ω R (j + 1) p q = energy ω₀ ω p * element ω₀ ω R j p q +
        (R : ℂ) / 2 * (element ω₀ ω R j (!p.1, p.2 + 1) q +
          element ω₀ ω R j (!p.1, p.2 - 1) q) := by
      simp only [element, pow_succ, Module.End.mul_apply]
      rw [hF]
      simp only [map_add, map_smul, Finsupp.add_apply, Finsupp.smul_apply, smul_eq_mul]
    rw [step, element_succ, ih p q, ih (!p.1, p.2 + 1) q, ih (!p.1, p.2 - 1) q]
    ring
```

The distance and parity rules are inductions on j in which all three terms of the recursion vanish; `omega` checks the integer conditions.

```lean
/-- The `j`-th power does not connect sites whose photon indices differ by more than `j`. -/
theorem element_eq_zero_of_far (j : ℕ) (p q : Bool × ℤ) (h : (j : ℤ) < |q.2 - p.2|) :
    element ω₀ ω R j p q = 0 := by
  induction j generalizing q with
  | zero =>
    rw [element, pow_zero, Module.End.one_apply, Finsupp.single_apply, if_neg]
    rintro rfl
    simp at h
  | succ j ih =>
    rw [element_succ, ih q (by simp only [lt_abs] at h ⊢; omega),
      ih (!q.1, q.2 - 1) (by simp only [lt_abs] at h ⊢; omega),
      ih (!q.1, q.2 + 1) (by simp only [lt_abs] at h ⊢; omega)]
    ring

/-- Selection rule: no power connects sites for which photon index plus spin bit differ in
parity. -/
theorem element_eq_zero_of_parity (j : ℕ) (p q : Bool × ℤ)
    (h : ¬ (2 : ℤ) ∣ (q.2 + spinBit q.1) - (p.2 + spinBit p.1)) :
    element ω₀ ω R j p q = 0 := by
  induction j generalizing q with
  | zero =>
    rw [element, pow_zero, Module.End.one_apply, Finsupp.single_apply, if_neg]
    rintro rfl
    simp at h
  | succ j ih =>
    have hb : spinBit (!q.1) = 1 - spinBit q.1 := by cases q.1 <;> rfl
    rw [element_succ, ih q h, ih (!q.1, q.2 - 1) (by simp only [hb]; omega),
      ih (!q.1, q.2 + 1) (by simp only [hb]; omega)]
    ring
```

The spin alternates down the ladder:

```lean
/-- Descending from spin down, the spin is down after an even and up after an odd number of
steps. -/
theorem rung_down (n : ℤ) (m : ℕ) :
    rung (false, n) (2 * m) = (false, n - ((2 * m : ℕ) : ℤ)) ∧
      rung (false, n) (2 * m + 1) = (true, n - ((2 * m + 1 : ℕ) : ℤ)) := by
  have h : not^[2 * m] false = false := by
    induction m with
    | zero => rfl
    | succ m ih =>
      rw [show 2 * (m + 1) = 2 * m + 1 + 1 by ring, Function.iterate_succ_apply',
        Function.iterate_succ_apply', ih]
      rfl
  constructor
  · simp only [rung, h]
  · simp only [rung, Function.iterate_succ_apply', h, Bool.not_false]
```

For the shortest path, `e` identifies the upper neighbour of rung k+1 as rung k, and the distance rule removes the other two terms.

```lean
/-- The `k`-th power connects a site to the one `k` rungs below it with amplitude `(R/2)^k`. -/
theorem element_rung (p : Bool × ℤ) (k : ℕ) :
    element ω₀ ω R k p (rung p k) = ((R : ℂ) / 2) ^ k := by
  induction k with
  | zero => simp [element, rung]
  | succ k ih =>
    have e : ((!(rung p (k + 1)).1, (rung p (k + 1)).2 + 1) : Bool × ℤ) = rung p k := by
      simp only [rung, Function.iterate_succ_apply', Bool.not_not, Prod.mk.injEq, true_and]
      omega
    -- only the path through the rung just above is short enough
    rw [element_succ, e, ih,
      element_eq_zero_of_far ω₀ ω R k p (rung p (k + 1))
        (by simp only [rung, lt_abs]; omega),
      element_eq_zero_of_far ω₀ ω R k p (!(rung p (k + 1)).1, (rung p (k + 1)).2 - 1)
        (by simp only [rung, lt_abs]; omega)]
    ring
```

The main theorem joins the three cases, for every integer n and all natural j and k. Writing odd k as 2m+1 lets `rung_down` identify the endpoint.

```lean
/-- Between `(-, n)` and `(+, n - k)` the element of the `j`-th power vanishes for even `k` and
for `j < k`, and equals `(R/2)^k` for odd `k = j`. -/
theorem shirley_element (n : ℤ) (j k : ℕ) :
    (Even k → element ω₀ ω R j (false, n) (true, n - (k : ℤ)) = 0) ∧
    (j < k → element ω₀ ω R j (false, n) (true, n - (k : ℤ)) = 0) ∧
    (Odd k → j = k →
      element ω₀ ω R j (false, n) (true, n - (k : ℤ)) = ((R : ℂ) / 2) ^ k) := by
  refine ⟨fun hk => ?_, fun hjk => ?_, fun hk hjk => ?_⟩
  · obtain ⟨r, rfl⟩ := hk
    apply element_eq_zero_of_parity
    simp only [spinBit]
    omega
  · apply element_eq_zero_of_far
    simp only [lt_abs]
    omega
  · subst hjk
    obtain ⟨m, rfl⟩ := hk
    have h := element_rung ω₀ ω R (false, n) (2 * m + 1)
    rwa [(rung_down n m).2] at h
```

With one extra power, the recursion adds the energy of the new rung to the sum; `range (k + 1)` runs from 0 to k.

```lean
/-- The element of the power `k + 1` from a site to the one `k` rungs below it is `(R/2)^k` times
the sum of the diagonal energies of the rungs from `0` to `k`. -/
theorem element_rung_next (p : Bool × ℤ) (k : ℕ) :
    element ω₀ ω R (k + 1) p (rung p k) =
      ((R : ℂ) / 2) ^ k * ∑ i ∈ range (k + 1), (energy ω₀ ω (rung p i) : ℂ) := by
  induction k with
  | zero =>
    rw [element_succ, element_rung,
      element_eq_zero_of_far ω₀ ω R 0 p (!(rung p 0).1, (rung p 0).2 - 1)
        (by simp only [rung, lt_abs]; omega),
      element_eq_zero_of_far ω₀ ω R 0 p (!(rung p 0).1, (rung p 0).2 + 1)
        (by simp only [rung, lt_abs]; omega)]
    simp
  | succ k ih =>
    have e : ((!(rung p (k + 1)).1, (rung p (k + 1)).2 + 1) : Bool × ℤ) = rung p k := by
      simp only [rung, Function.iterate_succ_apply', Bool.not_not, Prod.mk.injEq, true_and]
      omega
    -- the one idle step happens either at the last rung or earlier
    rw [element_succ, e, ih, element_rung,
      element_eq_zero_of_far ω₀ ω R (k + 1) p
        (!(rung p (k + 1)).1, (rung p (k + 1)).2 - 1)
        (by simp only [rung, lt_abs]; omega),
      Finset.sum_range_succ _ (k + 1)]
    ring
```

Finally, `hs` sums the energies two rungs at a time, so that ω₀ cancels. Here k = 2m+1.

```lean
/-- For odd `k = 2m + 1`, the element of the power `k + 1` between `(-, n)` and `(+, n - k)` is
`(R/2)^k (k + 1) (n - k/2) ω`. -/
theorem shirley_element_next (n : ℤ) (m : ℕ) :
    element ω₀ ω R (2 * m + 2) (false, n) (true, n - ((2 * m + 1 : ℕ) : ℤ)) =
      ((R : ℂ) / 2) ^ (2 * m + 1) *
        ((2 * (m : ℂ) + 2) * ((n : ℂ) - (2 * (m : ℂ) + 1) / 2) * (ω : ℂ)) := by
  -- the spin energies cancel in pairs along the ladder
  have hs : ∀ r : ℕ, ∑ i ∈ range (2 * r), (energy ω₀ ω (rung (false, n) i) : ℂ) =
      (r : ℂ) * (2 * (n : ℂ) - 2 * (r : ℂ) + 1) * (ω : ℂ) := by
    intro r
    induction r with
    | zero => simp
    | succ r ih =>
      rw [show 2 * (r + 1) = 2 * r + 1 + 1 by ring, Finset.sum_range_succ,
        Finset.sum_range_succ, ih, (rung_down n r).1, (rung_down n r).2]
      simp only [energy, Bool.false_eq_true, if_true, if_false]
      push_cast
      ring
  have h := element_rung_next ω₀ ω R (false, n) (2 * m + 1)
  rw [(rung_down n m).2, show 2 * m + 1 + 1 = 2 * (m + 1) by ring, hs] at h
  rw [show 2 * m + 2 = 2 * (m + 1) by ring, h]
  push_cast
  ring

end

end ShirleyFloquet
```

```lean
#print axioms ShirleyFloquet.element_symm
-- 'ShirleyFloquet.element_symm' depends on axioms: [propext, Classical.choice, Quot.sound]
#print axioms ShirleyFloquet.shirley_element
-- 'ShirleyFloquet.shirley_element' depends on axioms: [propext, Classical.choice, Quot.sound]
#print axioms ShirleyFloquet.shirley_element_next
-- 'ShirleyFloquet.shirley_element_next' depends on axioms: [propext, Classical.choice, Quot.sound]
```
